# Condensate Solutions of the Near-Critical Hartree–Fock Equation, with Hysteresis and a Jump in a Matching Landau Potential

A Hartree–Fock calculation for a uniform Bose gas at fixed density and temperature has to find the condensate density self-consistently: the condensate shifts the energies of the thermal atoms, and the thermal atoms determine how much density is left for the condensate. Near the ideal-gas critical point, the answer can depend on the starting guess, because the equation may have no positive solution, one or two.

Let $n$ be the total density, $x$ the condensate density, $g>0$ the contact coupling, $\beta$ the inverse temperature and $\lambda$ the thermal wavelength. In the condensed phase the thermal atoms have a gap $gx$ above the chemical potential, so their density is $\mathrm{Li}_{3/2}(e^{-\beta gx})/\lambda^3$. For small $\beta gx$ this is approximately $n_c-(2\sqrt{\pi}/\lambda^3)\sqrt{\beta gx}$, where $n_c=\zeta(3/2)/\lambda^3$ is the ideal critical density. Setting $n$ equal to condensate plus thermal density gives

$$x-A\sqrt{x}=d,\qquad A=\frac{2\sqrt{\pi\beta g}}{\lambda^3}>0,\qquad d=n-n_c .$$

## Counting the positive roots

Put $s=\sqrt{x}>0$. The equation becomes $s^2-As=d$, or

$$\left(s-\tfrac A2\right)^2=d+\tfrac{A^2}{4}.$$

If $d<-A^2/4$, the right side is negative and there is no solution. If $d=-A^2/4$, then $s=A/2$ and $x=A^2/4$. For larger $d$, write $r=\sqrt{A^2+4d}>0$; the roots are $s_\pm=(A\pm r)/2$.

- For $-A^2/4<d<0$ we have $0<r<A$, so $0<s_-<s_+$ and there are two densities, $s_-^2$ and $s_+^2$.
- For $d\ge 0$ we have $r\ge A$, so $s_-\le 0<s_+$ and only $s_+^2$ remains. At $d=0$ the lower root gives $x=0$, which is not a condensate.

In a calculation, one may update the condensate as total minus thermal density, $x\mapsto d+A\sqrt{x}$, replacing a negative result by zero. The slope of this map at a root is $A/(2s)$, which is below one at $s_+$ and above one at $s_-$ when $-A^2/4<d<0$. The map is also increasing in $x$, so in this window the iterates move monotonically: a guess above $s_-^2$ converges to $s_+^2$, and a positive guess below it runs down to zero. If each run starts from the previous solution, a sweep of decreasing $d$ keeps its condensate down to $-A^2/4$, while a sweep of increasing $d$ that starts without one stays uncondensed until $d$ exceeds zero.

## Local minima and the jump

To compare the branches, take the Landau potential

$$F(s)=\frac{s^4}{4}-\frac{As^3}{3}-\frac{ds^2}{2},\qquad F'(s)=s(s^2-As-d).$$

Its stationary points at $s>0$ are exactly the Hartree–Fock amplitudes. It is postulated as an energy landscape for the amplitude and not derived from the Hartree–Fock free energy. Another potential with the same stationary points can put the jump at a different $d$.

Near zero,

$$F(s)-F(0)=s^2\left(\frac{s^2}{4}-\frac{As}{3}-\frac d2\right),$$

and the bracket tends to $-d/2>0$ when $d<0$, so $s=0$ is a local minimum. For a root $p$ of the amplitude equation, substituting $d=p^2-Ap$ and collecting powers of $s$ gives

$$F(s)-F(p)=(s-p)^2Q_p(s),\qquad Q_p(s)=\frac{s^2}{4}+\left(\frac p2-\frac A3\right)s+p\left(\frac p4-\frac A6\right).$$

At $s=p$ the second factor is $Q_p(p)=p(p-A/2)$. This is positive for $p=s_+>A/2$, and by continuity it stays positive nearby, so $s_+$ is also a local minimum.

For the global minimum on $s\ge0$, complete the square:

$$F(s)=s^2\left[\left(\frac s2-\frac A3\right)^2+\frac12\left(-\frac{2A^2}{9}-d\right)\right].$$

If $d<-2A^2/9$, the bracket is positive, so $F(s)>0=F(0)$ for every $s>0$ and zero is the only minimiser. If $d>-2A^2/9$, then $r>A/3$ and $p=s_+>2A/3$. The coefficients $p/2-A/3$ and $p/4-A/6$ are then positive, hence $Q_p(s)>0$ for all $s\ge0$, and $s_+$ is the only minimiser. As $d$ rises through $-2A^2/9$, the minimising amplitude of $F$ jumps from zero to values above $2A/3$. Since $-A^2/4<-2A^2/9<0$, the jump lies inside the window with two local minima.

The same completed square settles the borderline: at $d=-2A^2/9$, $F(s)=s^2(s/2-A/3)^2$, so $s=0$ and $s=2A/3$ are equally deep.

The transition of the three-dimensional gas with weak repulsion is continuous, so a jump or a hysteresis loop found with this equation is an artefact of the Hartree–Fock approximation. Keeping the full polylogarithm does not remove it: the thermal density still drops in proportion to $\sqrt{x}$ near $x=0$, so for $n$ just below $n_c$ there are still two positive solutions. The theorems below start from the equation and from $F$, and leave the gas expansion and the iteration to the physics above.

## The equation and its amplitudes in Lean

```lean
import Mathlib

open Real

namespace HartreeFockCondensate

noncomputable section
```

The set of condensates contains the real densities that are strictly positive and solve the equation. The parameters `A` and `d` are arbitrary reals here; the sign of `A` enters later as a hypothesis.

```lean
/-- The positive condensate densities `x` that solve the near-critical Hartree-Fock
equation `x - A √x = d`. -/
def condensates (A d : ℝ) : Set ℝ := {x | 0 < x ∧ x - A * √x = d}
```

The two amplitudes are $s_-$ and $s_+$. Lean's real square root returns zero for negative arguments, so these definitions have their intended meaning only for $d\ge -A^2/4$.

```lean
/-- The lower root of the amplitude equation `s² - A s = d`, for `d ≥ -A²/4`. -/
def lowerAmp (A d : ℝ) : ℝ := (A - √(A ^ 2 + 4 * d)) / 2

/-- The upper root of the amplitude equation `s² - A s = d`, for `d ≥ -A²/4`. -/
def upperAmp (A d : ℝ) : ℝ := (A + √(A ^ 2 + 4 * d)) / 2
```

The potential is $F$, defined for every real amplitude.

```lean
/-- A quartic Landau potential for the condensate amplitude `s`, with a cubic term of
strength `A`. -/
def landau (A d s : ℝ) : ℝ := s ^ 4 / 4 - A * s ^ 3 / 3 - d * s ^ 2 / 2
```

The substitution $x=s^2$ is the next lemma. Positivity of `s` is used to replace $\sqrt{s^2}$ by $s$.

```lean
variable {A d : ℝ}

/-- For a positive amplitude `s`, the density `s²` solves the condensate equation exactly
when `s² - A s = d`. -/
theorem sq_mem_condensates {s : ℝ} (hs : 0 < s) :
    s ^ 2 ∈ condensates A d ↔ s ^ 2 - A * s = d := by
  simp only [condensates, Set.mem_ofPred_eq, Real.sqrt_sq hs.le]
  exact ⟨fun h => h.2, fun h => ⟨by positivity, h⟩⟩
```

The factorisation $s^2-As-d=(s-s_-)(s-s_+)$ needs only $r^2=A^2+4d$, which `linear_combination` uses with weight $1/4$.

```lean
/-- For `d ≥ -A²/4` the amplitude equation factorises over its lower and upper roots. -/
theorem amplitude_factor (h : -(A ^ 2 / 4) ≤ d) (s : ℝ) :
    s ^ 2 - A * s - d = (s - lowerAmp A d) * (s - upperAmp A d) := by
  have hr := Real.sq_sqrt (show 0 ≤ A ^ 2 + 4 * d by linarith)
  unfold lowerAmp upperAmp
  linear_combination hr / 4
```

Together these describe every condensate density as the square of a positive root. In the forward direction the proof takes $s=\sqrt{x}$ and applies the rule that a vanishing product has a vanishing factor; the converse reads the factorisation backwards.

```lean
/-- For `d ≥ -A²/4` the condensate densities are the squares of those roots of the
amplitude equation that are positive. -/
theorem mem_condensates_iff (h : -(A ^ 2 / 4) ≤ d) (x : ℝ) :
    x ∈ condensates A d ↔
      ∃ s, 0 < s ∧ x = s ^ 2 ∧ (s = lowerAmp A d ∨ s = upperAmp A d) := by
  constructor
  · rintro ⟨hx, he⟩
    refine ⟨√x, Real.sqrt_pos.2 hx, (Real.sq_sqrt hx.le).symm, ?_⟩
    have e : (√x - lowerAmp A d) * (√x - upperAmp A d) = 0 := by
      rw [← amplitude_factor h, Real.sq_sqrt hx.le]
      linarith
    exact (mul_eq_zero.1 e).imp sub_eq_zero.1 sub_eq_zero.1
  · rintro ⟨s, hs, rfl, h'⟩
    rw [sq_mem_condensates hs]
    have e := mul_eq_zero.2 (h'.imp sub_eq_zero.2 sub_eq_zero.2)
    linarith [amplitude_factor h s]
```

## The four cases

The theorem states the count as four implications for $A>0$, each giving the set itself. In the two-solution case, the strict inequality between the squares ensures that the listed densities are different.

The first case uses $(\sqrt{x}-A/2)^2\ge0$. In the second, $r=0$ merges the amplitudes. The third proves $0<r<A$, which makes both amplitudes positive, and the fourth proves $r\ge A$, which rules out the lower one.

```lean
/-- For `A > 0` the Hartree-Fock equation has no condensate solution below `d = -A²/4`, one
at that point, two distinct ones for `-A²/4 < d < 0`, and one for `d ≥ 0`. -/
theorem condensate_count (hA : 0 < A) :
    (d < -(A ^ 2 / 4) → condensates A d = ∅) ∧
    (d = -(A ^ 2 / 4) → condensates A d = {A ^ 2 / 4}) ∧
    (-(A ^ 2 / 4) < d → d < 0 → lowerAmp A d ^ 2 < upperAmp A d ^ 2 ∧
      condensates A d = {lowerAmp A d ^ 2, upperAmp A d ^ 2}) ∧
    (0 ≤ d → condensates A d = {upperAmp A d ^ 2}) := by
  refine ⟨fun h => ?_, fun h => ?_, fun h h0 => ?_, fun h => ?_⟩
  · -- completing the square bounds the left side from below
    ext x
    simp only [Set.mem_empty_iff_false, iff_false]
    rintro ⟨hx, he⟩
    nlinarith [Real.sq_sqrt hx.le, sq_nonneg (√x - A / 2)]
  · -- the two amplitudes merge at A / 2
    have hr : √(A ^ 2 + 4 * d) = 0 := by
      rw [show A ^ 2 + 4 * d = 0 by rw [h]; ring, Real.sqrt_zero]
    ext x
    rw [mem_condensates_iff h.ge]
    simp only [lowerAmp, upperAmp, hr, Set.mem_singleton_iff]
    constructor
    · rintro ⟨s, _, rfl, hs | hs⟩ <;> rw [hs] <;> ring
    · intro hx
      exact ⟨A / 2, by positivity, by rw [hx]; ring, Or.inl (by ring)⟩
  · -- both amplitudes are positive
    have hr : 0 < √(A ^ 2 + 4 * d) := Real.sqrt_pos.2 (by linarith)
    have hr' : √(A ^ 2 + 4 * d) < A := (Real.sqrt_lt' hA).2 (by linarith)
    have hl : 0 < lowerAmp A d := by unfold lowerAmp; linarith
    have hlu : lowerAmp A d < upperAmp A d := by unfold lowerAmp upperAmp; linarith
    refine ⟨by nlinarith, ?_⟩
    ext x
    rw [mem_condensates_iff h.le]
    simp only [Set.mem_insert_iff, Set.mem_singleton_iff]
    constructor
    · rintro ⟨s, _, hx, hs | hs⟩
      · left; rw [hx, hs]
      · right; rw [hx, hs]
    · rintro (hx | hx)
      · exact ⟨_, hl, hx, Or.inl rfl⟩
      · exact ⟨_, hl.trans hlu, hx, Or.inr rfl⟩
  · -- the lower amplitude is no longer positive
    have hr : A ≤ √(A ^ 2 + 4 * d) := (Real.le_sqrt' hA).2 (by linarith)
    have hl : lowerAmp A d ≤ 0 := by unfold lowerAmp; linarith
    have hu : 0 < upperAmp A d := by unfold upperAmp; linarith
    ext x
    rw [mem_condensates_iff (by nlinarith [sq_nonneg A]), Set.mem_singleton_iff]
    constructor
    · rintro ⟨s, hs0, hx, hs | hs⟩
      · linarith
      · rw [hx, hs]
    · intro hx
      exact ⟨_, hu, hx, Or.inr rfl⟩
```

## Stationary points and the squared factor

`HasDerivAt (landau A d) 0 s` says that $F$ is differentiable at $s$ with derivative zero. The proof computes $F'(s)=s(s^2-As-d)$, uses uniqueness of the derivative and cancels the nonzero factor $s$.

```lean
/-- A positive amplitude `s` is a stationary point of the Landau potential exactly when the
density `s²` solves the Hartree-Fock condensate equation. -/
theorem stationary_iff {s : ℝ} (hs : 0 < s) :
    HasDerivAt (landau A d) 0 s ↔ s ^ 2 ∈ condensates A d := by
  have h : HasDerivAt (landau A d) (s * (s ^ 2 - A * s - d)) s := by
    have h' := (((hasDerivAt_pow 4 s).div_const 4).fun_sub
      (((hasDerivAt_pow 3 s).const_mul A).div_const 3)).fun_sub
      (((hasDerivAt_pow 2 s).const_mul d).div_const 2)
    exact h'.congr_deriv (by simp only [Nat.cast_ofNat, Nat.reduceSub]; ring)
  rw [sq_mem_condensates hs]
  constructor
  · intro h0
    exact sub_eq_zero.1 ((mul_eq_zero.1 (h.unique h0)).resolve_left hs.ne')
  · intro he
    exact h.congr_deriv (by rw [he, sub_self, mul_zero])
```

The factorisation about a root $p$ follows by substituting for $d$ and expanding with `ring`.

```lean
/-- Measured from a root `p` of the amplitude equation, the Landau potential contains the
factor `(s - p)²`. -/
theorem landau_sub {p : ℝ} (hp : p ^ 2 - A * p = d) (s : ℝ) :
    landau A d s - landau A d p =
      (s - p) ^ 2 * (s ^ 2 / 4 + (p / 2 - A / 3) * s + p * (p / 4 - A / 6)) := by
  subst hp
  unfold landau
  ring
```

To apply it at $s_+$, one needs to know that $s_+$ solves the amplitude equation, which comes from evaluating the earlier factorisation there.

```lean
/-- For `d ≥ -A²/4` the upper amplitude solves the amplitude equation. -/
theorem upperAmp_root (h : -(A ^ 2 / 4) ≤ d) :
    upperAmp A d ^ 2 - A * upperAmp A d = d := by
  have e := amplitude_factor h (upperAmp A d)
  have z : (upperAmp A d - lowerAmp A d) * (upperAmp A d - upperAmp A d) = 0 := by ring
  linarith
```

## Two local minima in the window

`IsLocalMin` refers to a neighbourhood in the whole real line, so around $s=0$ it compares with small negative amplitudes as well. The theorem `hysteresis` proves that two local minima coexist; the dependence on history belongs to the iteration described earlier and is not formalised.

Each half of the proof shows that the second factor is continuous and positive at the chosen point. `filter_upwards` then restricts attention to a neighbourhood where it remains positive, and multiplication by a square gives the inequality.

```lean
/-- For `A > 0` and `-A²/4 < d < 0`, zero amplitude and the upper amplitude are both local minima of
the Landau potential. -/
theorem hysteresis (hA : 0 < A) (h : -(A ^ 2 / 4) < d) (h0 : d < 0) :
    IsLocalMin (landau A d) 0 ∧ IsLocalMin (landau A d) (upperAmp A d) := by
  constructor
  · have hc : Continuous fun s : ℝ => s ^ 2 / 4 - A * s / 3 - d / 2 := by fun_prop
    have hev := (isOpen_lt continuous_const hc).mem_nhds
      (show (0 : ℝ) < 0 ^ 2 / 4 - A * 0 / 3 - d / 2 by linarith)
    filter_upwards [hev] with s hs
    have e : landau A d s - landau A d 0 = s ^ 2 * (s ^ 2 / 4 - A * s / 3 - d / 2) := by
      unfold landau; ring
    have := mul_nonneg (sq_nonneg s) (le_of_lt hs)
    linarith
  · have hr : 0 < √(A ^ 2 + 4 * d) := Real.sqrt_pos.2 (by linarith)
    have hp : A / 2 < upperAmp A d := by unfold upperAmp; linarith
    have hroot := upperAmp_root h.le
    generalize upperAmp A d = p at hp hroot ⊢
    have hc : Continuous fun s : ℝ =>
        s ^ 2 / 4 + (p / 2 - A / 3) * s + p * (p / 4 - A / 6) := by fun_prop
    -- at s = p the second factor equals p (p - A / 2)
    have hpos : 0 < p ^ 2 / 4 + (p / 2 - A / 3) * p + p * (p / 4 - A / 6) := by
      have := mul_pos (show 0 < p by linarith) (sub_pos.2 hp)
      linarith
    filter_upwards [(isOpen_lt continuous_const hc).mem_nhds hpos] with s hs
    have := mul_nonneg (sq_nonneg (s - p)) (le_of_lt hs)
    linarith [landau_sub hroot s]
```

## The change of global minimiser

Here `s` is a nonnegative amplitude, and the condition `∀ t, 0 ≤ t → landau A d s ≤ landau A d t` says that it minimises $F$ among nonnegative amplitudes. Each equivalence therefore says both that the named amplitude is a minimiser and that no other one is.

In the first part, `key` is the completed square and `hf` the positivity of its bracket. In the second, `hr` is $r>A/3$, `hp` is $s_+>2A/3$, and `hQ` is the positivity of $Q_p$ on the half-line. A different minimiser would make $(s-p)^2Q_p(s)$ strictly positive, contradicting its minimality.

```lean
/-- For `A > 0`, the only minimiser of the Landau potential among amplitudes `s ≥ 0` is zero when
`d < -2A²/9`, and is the upper amplitude, which exceeds `2A/3`, when `d > -2A²/9`. -/
theorem discontinuous_transition (hA : 0 < A) {s : ℝ} (hs : 0 ≤ s) :
    (d < -(2 * A ^ 2 / 9) → ((∀ t, 0 ≤ t → landau A d s ≤ landau A d t) ↔ s = 0)) ∧
    (-(2 * A ^ 2 / 9) < d → 2 * A / 3 < upperAmp A d ∧
      ((∀ t, 0 ≤ t → landau A d s ≤ landau A d t) ↔ s = upperAmp A d)) := by
  constructor
  · intro h
    have k0 : landau A d 0 = 0 := by simp [landau]
    have key : ∀ t, landau A d t =
        t ^ 2 * ((t / 2 - A / 3) ^ 2 + (-(2 * A ^ 2 / 9) - d) / 2) := by
      intro t; unfold landau; ring
    have hf : ∀ t : ℝ, 0 < (t / 2 - A / 3) ^ 2 + (-(2 * A ^ 2 / 9) - d) / 2 := by
      intro t; linarith [sq_nonneg (t / 2 - A / 3)]
    constructor
    · intro hm
      by_contra hne
      have h1 := hm 0 le_rfl
      rw [k0, key s] at h1
      have := mul_pos (pow_pos (lt_of_le_of_ne hs (Ne.symm hne)) 2) (hf s)
      linarith
    · intro he t _
      rw [he, k0, key t]
      exact mul_nonneg (sq_nonneg t) (hf t).le
  · intro h
    have hr : A / 3 < √(A ^ 2 + 4 * d) :=
      (Real.lt_sqrt (by positivity)).2 (by nlinarith [pow_pos hA 2])
    have hp : 2 * A / 3 < upperAmp A d := by unfold upperAmp; linarith
    have hroot := upperAmp_root (A := A) (d := d) (by nlinarith [pow_pos hA 2])
    refine ⟨hp, ?_⟩
    generalize upperAmp A d = p at hp hroot ⊢
    have hp0 : 0 < p := by linarith
    have hQ : ∀ t, 0 ≤ t →
        0 < t ^ 2 / 4 + (p / 2 - A / 3) * t + p * (p / 4 - A / 6) := by
      intro t ht
      have h1 := mul_nonneg (show 0 ≤ p / 2 - A / 3 by linarith) ht
      have h2 := mul_pos hp0 (show 0 < p / 4 - A / 6 by linarith)
      linarith [sq_nonneg t]
    constructor
    · intro hm
      by_contra hne
      have hsp : s - p ≠ 0 := sub_ne_zero.2 hne
      have := mul_pos (show 0 < (s - p) ^ 2 by positivity) (hQ s hs)
      linarith [hm p hp0.le, landau_sub hroot s]
    · intro he t ht
      rw [he]
      have := mul_nonneg (sq_nonneg (t - p)) (hQ t ht).le
      linarith [landau_sub hroot t]

end

end HartreeFockCondensate
```

```lean
#print axioms HartreeFockCondensate.condensate_count
-- 'HartreeFockCondensate.condensate_count' depends on axioms: [propext, Classical.choice, Quot.sound]
#print axioms HartreeFockCondensate.stationary_iff
-- 'HartreeFockCondensate.stationary_iff' depends on axioms: [propext, Classical.choice, Quot.sound]
#print axioms HartreeFockCondensate.hysteresis
-- 'HartreeFockCondensate.hysteresis' depends on axioms: [propext, Classical.choice, Quot.sound]
#print axioms HartreeFockCondensate.discontinuous_transition
-- 'HartreeFockCondensate.discontinuous_transition' depends on axioms: [propext, Classical.choice, Quot.sound]
```
